# Fourth-order global error of Numerov's method for bounded f, from sixth-order residuals and exact starting values

## Grid, second difference and residual

The grid points are x_j = jh with step h > 0 and j = 0, 1, 2, …. A grid function is a real sequence, in Lean a function `ℕ → ℝ`, and the differential equation is y″ = f y. For the one-dimensional or radial Schrödinger equation of a single particle, f = 2m(V − E)/ħ², where m is the mass, V the potential energy and E the energy, and in the radial case y is r times the radial wave function and the centrifugal term is included in V. The value of f at x_j is written f_j. From here on, E denotes an error profile and not the energy.

```lean
import Mathlib

namespace NumerovErrorPropagation

noncomputable section
```

The second difference of a sequence e is indexed by its leftmost point:

(δ²e)_j = e_{j+2} − 2e_{j+1} + e_j.

Its centre is therefore j + 1. A condition usually written for centres j ≥ 1 becomes a condition for all natural j, and no subtraction of indices is needed.

```lean
/-- The second difference of a grid function, centred at the grid point `j + 1`. -/
def secondDiff (e : ℕ → ℝ) (j : ℕ) : ℝ := e (j + 2) - 2 * e (j + 1) + e j
```

Two constants enter the error bound. K > 0, an inverse length squared, measures how strongly the equation feeds an existing error back into the next step. ρ ≥ 0 bounds the new error committed at each step. The proposed bound is

E_j = (ρ/(K h²)) (cosh(√K jh) − 1).

```lean
/-- The hyperbolic error profile `(ρ / (K h²)) (cosh (√K j h) - 1)`. -/
def coshProfile (K h ρ : ℝ) (j : ℕ) : ℝ :=
  ρ / (K * h ^ 2) * (Real.cosh (√K * (j * h)) - 1)
```

Numerov's scheme requires the following expression to vanish:

R_j(y) = (1 − h²f_{j+2}/12) y_{j+2} − 2(1 + 5h²f_{j+1}/12) y_{j+1} + (1 − h²f_j/12) y_j.

For a general grid function, R_j is its residual. It is not divided by h². In this normalisation a sufficiently smooth solution of the differential equation, sampled on the grid, has a residual of order h⁶; after division by h² the same defect would be called fourth order. Mixing the two conventions miscounts the powers of h lost in the global error.

```lean
/-- The residual of a grid function `y` in Numerov's scheme for `y'' = f y` with step `h`,
centred at the grid point `j + 1`. -/
def numerovResidual (h : ℝ) (f y : ℕ → ℝ) (j : ℕ) : ℝ :=
  (1 - h ^ 2 * f (j + 2) / 12) * y (j + 2)
    - 2 * (1 + 5 * h ^ 2 * f (j + 1) / 12) * y (j + 1)
    + (1 - h ^ 2 * f j / 12) * y j
```

## Comparing an error with a majorant

Suppose |(δ²e)_j| ≤ κ|e_{j+1}| + ρ with κ ≥ 0, and let E satisfy κE_{j+1} + ρ ≤ (δ²E)_j. Suppose also that |e_0| ≤ E_0 and |e_1 − e_0| ≤ E_1 − E_0. Then |e_j| ≤ E_j for every j.

Write d_j = e_{j+1} − e_j and D_j = E_{j+1} − E_j. If |e_j| ≤ E_j and |d_j| ≤ D_j, then

|e_{j+1}| ≤ |e_j| + |d_j| ≤ E_j + D_j = E_{j+1},

|d_{j+1}| ≤ |d_j| + |(δ²e)_j| ≤ D_j + κE_{j+1} + ρ ≤ D_j + (δ²E)_j = D_{j+1}.

An induction on the values alone fails. From e_{j+2} = 2e_{j+1} − e_j + (δ²e)_j, the triangle inequality gives 2E_{j+1} + E_j, where 2E_{j+1} − E_j is needed. The statement `key` therefore carries values and first differences together. In the Lean proof `abs_le` splits each absolute value into two linear inequalities, which `linarith` combines.

```lean
/-- Discrete comparison principle: let the second difference of `e` be at most `κ |e| + ρ` in
magnitude and that of `E` at least `κ E + ρ`, with `e` and `E` on the right taken at the centre
point and `κ ≥ 0`. If `|e 0| ≤ E 0` and `|e 1 - e 0| ≤ E 1 - E 0`, then `|e j| ≤ E j` at every grid
point. -/
theorem abs_le_of_majorant {κ ρ : ℝ} (hκ : 0 ≤ κ) {e E : ℕ → ℝ}
    (h0 : |e 0| ≤ E 0) (h1 : |e 1 - e 0| ≤ E 1 - E 0)
    (he : ∀ j, |secondDiff e j| ≤ κ * |e (j + 1)| + ρ)
    (hE : ∀ j, κ * E (j + 1) + ρ ≤ secondDiff E j) (j : ℕ) : |e j| ≤ E j := by
  -- values and first differences are controlled together
  have key : ∀ j, |e j| ≤ E j ∧ |e (j + 1) - e j| ≤ E (j + 1) - E j := by
    intro j
    induction j with
    | zero => exact ⟨h0, h1⟩
    | succ j ih =>
      obtain ⟨ha, hb⟩ := ih
      have hb' := abs_le.1 hb
      have ha' := abs_le.1 ha
      have hv : |e (j + 1)| ≤ E (j + 1) :=
        abs_le.2 ⟨by linarith [ha'.1, hb'.1], by linarith [ha'.2, hb'.2]⟩
      refine ⟨hv, ?_⟩
      show |e (j + 2) - e (j + 1)| ≤ E (j + 2) - E (j + 1)
      have hm := mul_le_mul_of_nonneg_left hv hκ
      have hs := abs_le.1 (he j)
      have hp := hE j
      simp only [secondDiff] at hs hp
      exact abs_le.2 ⟨by linarith [hs.1, hb'.1], by linarith [hs.2, hb'.2]⟩
  exact (key j).1
```

## The hyperbolic cosine as majorant

For θ ≥ 0 the half-angle formula and sinh t ≥ t for t ≥ 0 give

cosh θ − 1 = 2 sinh²(θ/2) ≥ 2(θ/2)² = θ²/2.

In the proof, `h1` is the inequality for sinh, `h2` and `h3` supply the half-angle formula, and `h4` squares the inequality.

```lean
/-- For `θ ≥ 0`, `cosh θ` is at least its second-order Taylor polynomial `1 + θ² / 2`, written here
as `θ² ≤ 2 (cosh θ - 1)`. -/
theorem sq_le_two_mul_cosh_sub_one {θ : ℝ} (hθ : 0 ≤ θ) :
    θ ^ 2 ≤ 2 * (Real.cosh θ - 1) := by
  have h1 : θ / 2 ≤ Real.sinh (θ / 2) := Real.self_le_sinh_iff.2 (by linarith)
  have h2 : Real.cosh θ = Real.cosh (θ / 2) ^ 2 + Real.sinh (θ / 2) ^ 2 := by
    rw [← Real.cosh_two_mul]
    congr 1
    ring
  have h3 := Real.cosh_sq (θ / 2)
  have h4 := mul_self_le_mul_self (by linarith : 0 ≤ θ / 2) h1
  nlinarith
```

Now set θ = √K h, A = ρ/(K h²) and a = (j + 1)θ, so that Aθ² = ρ. The addition theorem combines the two outer points:

(δ²E)_j = A[cosh(a + θ) + cosh(a − θ) − 2 cosh a] = 2A cosh a (cosh θ − 1).

By the previous inequality,

(δ²E)_j ≥ Aθ² cosh a = θ² · A(cosh a − 1) + Aθ² = K h² E_{j+1} + ρ.

This is the condition on a majorant with κ = K h². The Lean proof names A and a as above, rewrites the outer arguments as a ± θ, and multiplies the inequality for θ² by the nonnegative number A cosh a.

```lean
/-- The second difference of the hyperbolic profile `E` is at least `K h² E + ρ`. -/
theorem coshProfile_majorant {K h ρ : ℝ} (hK : 0 < K) (hh : 0 < h) (hρ : 0 ≤ ρ) (j : ℕ) :
    K * h ^ 2 * coshProfile K h ρ (j + 1) + ρ ≤ secondDiff (coshProfile K h ρ) j := by
  have hpos : 0 < K * h ^ 2 := by positivity
  obtain ⟨A, hA⟩ : ∃ A, A = ρ / (K * h ^ 2) := ⟨_, rfl⟩
  have hA0 : 0 ≤ A := by rw [hA]; positivity
  have hAρ : A * (K * h ^ 2) = ρ := by rw [hA]; exact div_mul_cancel₀ _ hpos.ne'
  obtain ⟨a, ha⟩ : ∃ a, a = √K * (((j : ℝ) + 1) * h) := ⟨_, rfl⟩
  have e2 : √K * (((j : ℝ) + 2) * h) = a + √K * h := by rw [ha]; ring
  have e0 : √K * ((j : ℝ) * h) = a - √K * h := by rw [ha]; ring
  have hsq : (√K * h) ^ 2 = K * h ^ 2 := by rw [mul_pow, Real.sq_sqrt hK.le]
  have hc : 0 ≤ A * Real.cosh a := mul_nonneg hA0 (Real.cosh_pos a).le
  have key := mul_le_mul_of_nonneg_left
    (sq_le_two_mul_cosh_sub_one (by positivity : 0 ≤ √K * h)) hc
  rw [hsq] at key
  simp only [secondDiff, coshProfile]
  push_cast
  -- the addition theorem combines the two outer grid points
  rw [← hA, e2, e0, ← ha, Real.cosh_add, Real.cosh_sub]
  linarith
```

## The bound for zero starting errors

Let e_0 = e_1 = 0 and |(δ²e)_j| ≤ K h²|e_{j+1}| + ρ for all j. Since E_0 = 0 and E_1 ≥ 0, the starting conditions of the comparison hold, and

|e_j| ≤ (ρ/(K h²)) (cosh(√K jh) − 1).

At j = 0 both sides vanish. The first point at which an error can appear is j = 2, where the hypothesis gives |e_2| ≤ ρ directly. There the bound equals 2A sinh²θ ≥ 2ρ, so it is too large by a factor of at least two when ρ > 0. As K → 0 at fixed j and h, the bound tends to ρj²/2: constant local errors, summed twice, grow quadratically.

In `error_le_cosh`, `h0` and `h1` are the exact starting values and `he` is the perturbed recurrence. Nothing in the statement refers to a differential equation.

```lean
/-- An error that starts from zero at two grid points, and whose second difference is at most
`K h² |e| + ρ` in magnitude, is bounded by `(ρ / (K h²)) (cosh (√K j h) - 1)`. -/
theorem error_le_cosh {K h ρ : ℝ} (hK : 0 < K) (hh : 0 < h) (hρ : 0 ≤ ρ) {e : ℕ → ℝ}
    (h0 : e 0 = 0) (h1 : e 1 = 0)
    (he : ∀ j, |secondDiff e j| ≤ K * h ^ 2 * |e (j + 1)| + ρ) (j : ℕ) :
    |e j| ≤ ρ / (K * h ^ 2) * (Real.cosh (√K * (j * h)) - 1) := by
  have z0 : coshProfile K h ρ 0 = 0 := by simp [coshProfile]
  have z1 : 0 ≤ coshProfile K h ρ 1 :=
    mul_nonneg (by positivity) (sub_nonneg.2 (Real.one_le_cosh _))
  exact abs_le_of_majorant (E := coshProfile K h ρ) (by positivity)
    (by rw [h0, z0, abs_zero]) (by rw [h0, h1, z0, sub_zero, abs_zero, sub_zero]; exact z1)
    he (coshProfile_majorant hK hh hρ) j
```

## From residual h⁶ to error h⁴

Let y solve Numerov's scheme exactly, and let u be a grid function with |R_j(u)| ≤ C h⁶, for instance the true solution sampled on the grid. Assume u_0 = y_0, u_1 = y_1, |f_j| ≤ F with F > 0, and h²F ≤ 6.

The recurrence takes its simplest form for the weighted error

ε_j = w_j (u_j − y_j), with w_j = 1 − h²f_j/12.

Because 2(1 + 5h²f_{j+1}/12) = 2w_{j+1} + h²f_{j+1}, and because the residual is linear with R_j(y) = 0,

(δ²ε)_j = h² f_{j+1} (u_{j+1} − y_{j+1}) + R_j(u).

The step restriction gives w_j ≥ 1/2, hence |u_j − y_j| ≤ 2|ε_j|, and therefore

|(δ²ε)_j| ≤ 2F h² |ε_{j+1}| + C h⁶.

This is the hypothesis of the previous bound with K = 2F and ρ = C h⁶. Returning to the unweighted error costs another factor 2:

|u_j − y_j| ≤ 2 · (C h⁶/(2F h²)) (cosh(√(2F) jh) − 1) ≤ (C/F)(cosh(√(2F) L) − 1) h⁴ whenever jh ≤ L.

In the Lean proof, `hw` is the inequality |u_j − y_j| ≤ 2|ε_j|, `hid` the identity for δ²ε (checked by `linear_combination`), `hrec` the resulting recurrence, `hcosh` the replacement of jh by L, and `hcoef` the cancellation of two powers of h. The closing `calc` is the last displayed line.

The theorem concerns one step size at a time. It gives fourth-order convergence when C, F and L stay fixed as h decreases. The residual bound `hu` is assumed and not derived from a Taylor expansion; it stands for the smoothness of the true solution. The bounds `hf` and `hu` are required at every grid point, also beyond L. If they are known only up to L, the theorem can still be applied after f is set to zero beyond L and both u and y are continued there by the scheme, which leaves all values up to L unchanged. A Coulomb or centrifugal term singular at the origin is not covered: f has no finite value at x_0 = 0, and |f_1| grows without bound as h decreases, so F cannot stay fixed. Errors in the second starting value and rounding errors are also absent. Within these limits the result applies to outward integration of a single-particle Schrödinger equation: halving the step reduces the guaranteed error on a fixed interval by a factor of 16. Since only |f| enters, the bound grows exponentially with L even in classically allowed regions, where it can be very pessimistic.

```lean
/-- Global error of Numerov's method: let `|f| ≤ F` at every grid point, with `F > 0` and `h² F ≤
6`. If `u` has residual at most `C h⁶` in magnitude at every grid point, `y` solves the scheme
exactly, and both share the first two values, then at the grid points in `[0, L]` they differ by at
most `h⁴` times a constant that depends only on `C`, `L` and `F`. -/
theorem numerov_global_error {F h C L : ℝ} (hF : 0 < F) (hh : 0 < h) (hstep : h ^ 2 * F ≤ 6)
    {f u y : ℕ → ℝ} (hf : ∀ j, |f j| ≤ F)
    (hu : ∀ j, |numerovResidual h f u j| ≤ C * h ^ 6)
    (hy : ∀ j, numerovResidual h f y j = 0)
    (h0 : u 0 = y 0) (h1 : u 1 = y 1) (j : ℕ) (hj : j * h ≤ L) :
    |u j - y j| ≤ C / F * (Real.cosh (√(2 * F) * L) - 1) * h ^ 4 := by
  have hρ : 0 ≤ C * h ^ 6 := (abs_nonneg _).trans (hu 0)
  have hC : 0 ≤ C := nonneg_of_mul_nonneg_left hρ (by positivity)
  -- the Numerov weight is at least one half, so the error is at most twice the weighted error
  have hw : ∀ i, |u i - y i| ≤ 2 * |(1 - h ^ 2 * f i / 12) * (u i - y i)| := by
    intro i
    have hfi := mul_le_mul_of_nonneg_left (abs_le.1 (hf i)).2 (sq_nonneg h)
    have hhalf : 1 / 2 ≤ 1 - h ^ 2 * f i / 12 := by linarith
    rw [abs_mul, abs_of_pos (by linarith : 0 < 1 - h ^ 2 * f i / 12)]
    nlinarith [mul_le_mul_of_nonneg_right hhalf (abs_nonneg (u i - y i))]
  -- the weighted error obeys the perturbed second-difference inequality with K = 2F
  have hrec : ∀ i, |secondDiff (fun k => (1 - h ^ 2 * f k / 12) * (u k - y k)) i| ≤
      2 * F * h ^ 2 * |(1 - h ^ 2 * f (i + 1) / 12) * (u (i + 1) - y (i + 1))|
        + C * h ^ 6 := by
    intro i
    have hid : secondDiff (fun k => (1 - h ^ 2 * f k / 12) * (u k - y k)) i =
        h ^ 2 * f (i + 1) * (u (i + 1) - y (i + 1)) + numerovResidual h f u i := by
      have hyi := hy i
      simp only [secondDiff, numerovResidual] at hyi ⊢
      linear_combination -hyi
    have hb : |h ^ 2 * f (i + 1) * (u (i + 1) - y (i + 1))| ≤
        h ^ 2 * F * |u (i + 1) - y (i + 1)| := by
      rw [abs_mul, abs_mul, abs_of_nonneg (sq_nonneg h)]
      gcongr
      exact hf (i + 1)
    have hd := mul_le_mul_of_nonneg_left (hw (i + 1)) (by positivity : 0 ≤ h ^ 2 * F)
    rw [hid]
    refine (abs_add_le _ _).trans ?_
    linarith [hu i]
  have hmain := error_le_cosh (by positivity : 0 < 2 * F) hh hρ
    (e := fun k => (1 - h ^ 2 * f k / 12) * (u k - y k))
    (by simp [h0]) (by simp [h1]) hrec j
  have hcosh : Real.cosh (√(2 * F) * (j * h)) ≤ Real.cosh (√(2 * F) * L) := by
    have hjh : 0 ≤ (j : ℝ) * h := by positivity
    rw [Real.cosh_le_cosh, abs_of_nonneg (by positivity),
      abs_of_nonneg (mul_nonneg (Real.sqrt_nonneg _) (hjh.trans hj))]
    exact mul_le_mul_of_nonneg_left hj (Real.sqrt_nonneg _)
  -- two powers of h are lost between the local and the global error
  have hcoef : 2 * (C * h ^ 6 / (2 * F * h ^ 2)) = C / F * h ^ 4 := by
    field_simp
  calc |u j - y j| ≤ 2 * (C * h ^ 6 / (2 * F * h ^ 2) *
        (Real.cosh (√(2 * F) * (j * h)) - 1)) := (hw j).trans (by linarith [hmain])
    _ = C / F * h ^ 4 * (Real.cosh (√(2 * F) * (j * h)) - 1) := by rw [← mul_assoc, hcoef]
    _ ≤ C / F * h ^ 4 * (Real.cosh (√(2 * F) * L) - 1) :=
        mul_le_mul_of_nonneg_left (by linarith) (by positivity)
    _ = C / F * (Real.cosh (√(2 * F) * L) - 1) * h ^ 4 := by ring
```

## A constant residual that produces an h⁴ error

Take f = 0, so that Numerov's scheme reduces to δ²y = 0, and consider

u_j = C h⁶ j(j − 1)/2.

```lean
/-- The grid function `C h⁶ j (j - 1) / 2`. -/
def accumulatedError (C h : ℝ) (j : ℕ) : ℝ := C * h ^ 6 * (j * (j - 1)) / 2
```

This sequence vanishes at j = 0 and j = 1. Since

(j + 2)(j + 1) − 2(j + 1)j + j(j − 1) = 2,

its residual is exactly C h⁶ at every point. With x = jh,

u_j = C h⁴ x(x − h)/2.

The exact solution of the scheme with the same starting values is y = 0, so u is itself the global error. At fixed x > 0 and C ≠ 0, the ratio u_j/h⁴ tends to Cx²/2 as h → 0, so a residual bound of order h⁶ alone cannot guarantee more than fourth order. The example prescribes its residual; it is not a sampled solution of y″ = 0, for which the residual would vanish. The theorem `fourth_order_attained` states the two starting values, the residual and the closed form, each verified by direct algebra.

```lean
/-- For `f = 0` the accumulated error vanishes at the two starting points, has Numerov residual
exactly `C h⁶`, and equals `C h⁴ x (x - h) / 2` at the grid point `x = j h`. -/
theorem fourth_order_attained (C h : ℝ) :
    accumulatedError C h 0 = 0 ∧ accumulatedError C h 1 = 0 ∧
    (∀ j, numerovResidual h (fun _ => 0) (accumulatedError C h) j = C * h ^ 6) ∧
    ∀ j : ℕ, accumulatedError C h j = C * h ^ 4 * ((j * h) * (j * h - h)) / 2 := by
  refine ⟨by simp [accumulatedError], by simp [accumulatedError], fun j => ?_, fun j => ?_⟩
  · simp only [numerovResidual, accumulatedError]
    push_cast
    ring
  · simp only [accumulatedError]
    ring

end

end NumerovErrorPropagation
```

```lean
#print axioms NumerovErrorPropagation.numerov_global_error
-- 'NumerovErrorPropagation.numerov_global_error' depends on axioms: [propext, Classical.choice, Quot.sound]
#print axioms NumerovErrorPropagation.fourth_order_attained
-- 'NumerovErrorPropagation.fourth_order_attained' depends on axioms: [propext, Classical.choice, Quot.sound]
```
